# A real 3×3 tensor that commutes with a rotation about z with sin θ ≠ 0 has three free components

The theorem concerns a real 3×3 tensor σ, not assumed symmetric, and a rotation by θ about the z axis with sin θ ≠ 0, so that θ is not a multiple of π. It states that σ commutes with the rotation, that is, is unchanged by it, exactly when its xx and yy entries are equal, its yx and xy entries are opposite, and all entries coupling z to x or y vanish. The zz entry is free, which leaves three real parameters `a`, `c` and `b`. For the forward direction the attempt writes the commutation relation entry by entry, puts in the entries of the rotation matrix, and solves the resulting linear equations by cancelling nonzero factors. The converse is checked by multiplying the matrices out.

An attempt in Lean 4 with a fault in it:

```lean
import Mathlib

open Matrix

namespace ShieldingSiteSymmetry

noncomputable section

/-- Rotation by the angle `θ` about the z axis. -/
def rotZ (θ : ℝ) : Matrix (Fin 3) (Fin 3) ℝ :=
  !![Real.cos θ, -Real.sin θ, 0; Real.sin θ, Real.cos θ, 0; 0, 0, 1]

/-- The tensor with transverse component `a`, antisymmetric part `c` (yx entry `c`, xy entry `-c`)
and axial component `b`. -/
def axialTensor (a c b : ℝ) : Matrix (Fin 3) (Fin 3) ℝ :=
  !![a, -c, 0; c, a, 0; 0, 0, b]

/-- For a rotation about z with `sin θ ≠ 0`, the commuting tensors are exactly those
with components `a`, `c`, `b` of `axialTensor`. -/
theorem commute_rotZ_iff {θ : ℝ} (hθ : Real.sin θ ≠ 0) (σ : Matrix (Fin 3) (Fin 3) ℝ) :
    rotZ θ * σ = σ * rotZ θ ↔ ∃ a c b, σ = axialTensor a c b := by
  constructor
  · intro h
    have e : ∀ i j, rotZ θ i 0 * σ 0 j + rotZ θ i 1 * σ 1 j + rotZ θ i 2 * σ 2 j
        = σ i 0 * rotZ θ 0 j + σ i 1 * rotZ θ 1 j + σ i 2 * rotZ θ 2 j := by
      intro i j
      have hij := congrFun (congrFun h i) j
      simpa only [Matrix.mul_apply, Fin.sum_univ_three] using hij
    have h00 := e 0 0
    have h01 := e 0 1
    have h02 := e 0 2
    have h12 := e 1 2
    have h20 := e 2 0
    have h21 := e 2 1
    have r00 : rotZ θ 0 0 = Real.cos θ := rfl
    have r01 : rotZ θ 0 1 = -Real.sin θ := rfl
    have r02 : rotZ θ 0 2 = 0 := rfl
    have r10 : rotZ θ 1 0 = Real.sin θ := rfl
    have r11 : rotZ θ 1 1 = Real.cos θ := rfl
    have r12 : rotZ θ 1 2 = 0 := rfl
    have r20 : rotZ θ 2 0 = 0 := rfl
    have r21 : rotZ θ 2 1 = 0 := rfl
    have r22 : rotZ θ 2 2 = 1 := rfl
    rw [r00, r01, r02, r00, r10, r20] at h00
    rw [r00, r01, r02, r11, r21] at h01
    rw [r00, r01, r02, r12, r22] at h02
    rw [r10, r11, r12, r02, r22] at h12
    rw [r20, r21, r22, r00, r10] at h20
    rw [r20, r21, r22, r01, r11] at h21
    -- the transverse block
    have k01 : σ 0 1 = -σ 1 0 := by
      apply mul_left_cancel₀ hθ
      linear_combination -h00
    have k11 : σ 1 1 = σ 0 0 := by
      apply mul_left_cancel₀ hθ
      linear_combination -h01
    -- the entries coupling z to the transverse plane
    have hd : (Real.cos θ - 1) ^ 2 + Real.sin θ ^ 2 ≠ 0 := by positivity
    have k02 : σ 0 2 = 0 := by
      apply mul_left_cancel₀ hd
      linear_combination (Real.cos θ - 1) * h02 + Real.sin θ * h12
    have k12 : σ 1 2 = 0 := by
      apply mul_left_cancel₀ hd
      linear_combination (Real.cos θ - 1) * h12 - Real.sin θ * h02
    have k20 : σ 2 0 = 0 := by
      apply mul_left_cancel₀ hd
      linear_combination -(Real.cos θ - 1) * h20 + Real.sin θ * h21
    have k21 : σ 2 1 = 0 := by
      apply mul_left_cancel₀ hd
      linear_combination -Real.sin θ * h20 - (Real.cos θ - 1) * h21
    refine ⟨σ 0 0, σ 1 0, σ 2 2, ?_⟩
    ext i j
    fin_cases i <;> fin_cases j <;> simp [axialTensor, k01, k11, k02, k12, k20, k21]
  · rintro ⟨a, c, b, rfl⟩
    ext i j
    fin_cases i <;> fin_cases j <;>
      simp [rotZ, axialTensor, Matrix.mul_apply, Fin.sum_univ_three] <;> ring

end

end ShieldingSiteSymmetry
```

Lean reports:

```
Main.lean:44:23: error: Tactic `rewrite` failed: Did not find an occurrence of the pattern
  rotZ θ 0 0
in the target expression
  Real.cos θ * σ 0 0 + -Real.sin θ * σ 1 0 + 0 * σ 2 0 = σ 0 0 * Real.cos θ + σ 0 1 * rotZ θ 1 0 + σ 0 2 * rotZ θ 2 0

case mp
θ : ℝ
hθ : Real.sin θ ≠ 0
σ : Matrix (Fin 3) (Fin 3) ℝ
h : rotZ θ * σ = σ * rotZ θ
e :
  ∀ (i j : Fin 3),
    rotZ θ i 0 * σ 0 j + rotZ θ i 1 * σ 1 j + rotZ θ i 2 * σ 2 j =
      σ i 0 * rotZ θ 0 j + σ i 1 * rotZ θ 1 j + σ i 2 * rotZ θ 2 j
h00 :
  Real.cos θ * σ 0 0 + -Real.sin θ * σ 1 0 + 0 * σ 2 0 = σ 0 0 * Real.cos θ + σ 0 1 * rotZ θ 1 0 + σ 0 2 * rotZ θ 2 0
h01 :
  rotZ θ 0 0 * σ 0 1 + rotZ θ 0 1 * σ 1 1 + rotZ θ 0 2 * σ 2 1 =
    σ 0 0 * rotZ θ 0 1 + σ 0 1 * rotZ θ 1 1 + σ 0 2 * rotZ θ 2 1
h02 :
  rotZ θ 0 0 * σ 0 2 + rotZ θ 0 1 * σ 1 2 + rotZ θ 0 2 * σ 2 2 =
    σ 0 0 * rotZ θ 0 2 + σ 0 1 * rotZ θ 1 2 + σ 0 2 * rotZ θ 2 2
h12 :
  rotZ θ 1 0 * σ 0 2 + rotZ θ 1 1 * σ 1 2 + rotZ θ 1 2 * σ 2 2 =
    σ 1 0 * rotZ θ 0 2 + σ 1 1 * rotZ θ 1 2 + σ 1 2 * rotZ θ 2 2
h20 :
  rotZ θ 2 0 * σ 0 0 + rotZ θ 2 1 * σ 1 0 + rotZ θ 2 2 * σ 2 0 =
    σ 2 0 * rotZ θ 0 0 + σ 2 1 * rotZ θ 1 0 + σ 2 2 * rotZ θ 2 0
h21 :
  rotZ θ 2 0 * σ 0 1 + rotZ θ 2 1 * σ 1 1 + rotZ θ 2 2 * σ 2 1 =
    σ 2 0 * rotZ θ 0 1 + σ 2 1 * rotZ θ 1 1 + σ 2 2 * rotZ θ 2 1
r00 : rotZ θ 0 0 = Real.cos θ
r01 : rotZ θ 0 1 = -Real.sin θ
r02 : rotZ θ 0 2 = 0
r10 : rotZ θ 1 0 = Real.sin θ
r11 : rotZ θ 1 1 = Real.cos θ
r12 : rotZ θ 1 2 = 0
r20 : rotZ θ 2 0 = 0
r21 : rotZ θ 2 1 = 0
r22 : rotZ θ 2 2 = 1
⊢ ∃ a c b, σ = axialTensor a c b

Note: The target expression is not type-correct under the `implicit` transparency level, which may have triggered the failure. This is usually caused by unfolding of semireducible definitions in prior tactic steps. Use `set_option linter.tacticCheckInstances true` to investigate the source of the issue.
Full error:
  function expected
    σ 0
```

Cause. The error says that `rw` found no `rotZ θ 0 0` to rewrite in `h00`. That entry stands on both sides of the equation, and the list in `rw` names `r00` twice, as if once for each side. But `rw` replaces every instance of the pattern it has matched, so the first `r00` had already turned both into `Real.cos θ`. The printed target shows this, with `Real.cos θ * σ 0 0` on the left and `σ 0 0 * Real.cos θ` on the right. The second `r00` had nothing left to match, and `rw` treats that as an error.

The diff deletes the second `r00`. The remaining `r10` and `r20` then rewrite the two entries still standing on the right.

The closing note, that the target is not type-correct at `implicit` transparency, concerns the use of the matrix `σ` as a function in `σ 0 0`. It offers this only as a possible cause, and it is not the cause here: the pattern is really absent, and the repair leaves that notation as it was.

As a diff, the version that Lean accepts:

```diff
@@ -42,5 +42,5 @@
     have r21 : rotZ θ 2 1 = 0 := rfl
     have r22 : rotZ θ 2 2 = 1 := rfl
-    rw [r00, r01, r02, r00, r10, r20] at h00
+    rw [r00, r01, r02, r10, r20] at h00
     rw [r00, r01, r02, r11, r21] at h01
     rw [r00, r01, r02, r12, r22] at h02
```
